# The Lambda equation gives the derivative of an energy that depends on a parameter only through its amplitudes

In coupled-cluster theory, a Lambda equation lets one differentiate the energy without the amplitude response appearing in the final formula. Here the amplitudes t(s) live in a real Hilbert space, are assumed differentiable at p, and satisfy t(s) = Φ(t(s), s) near p, where Φ is a general map, differentiable at (t(p), p) with amplitude Jacobian J and explicit derivative b. If the energy function ℰ, which has no explicit dependence on s, has gradient g at t(p), and a given Λ solves (1 − J†)Λ = g, then ℰ(t(s)) has derivative ⟨Λ, b⟩ at p. The attempt differentiates the amplitude equation to get x = Jx + b for the response x, moves J across the inner product to show ⟨g, x⟩ = ⟨Λ, b⟩, and finishes with the chain rule for ℰ.

As first written in Lean, the proof fails:

```lean
import Mathlib

open Filter Topology
open ContinuousLinearMap (adjoint)
open scoped InnerProductSpace

namespace CoupledClusterReverseMode

noncomputable section

variable {E : Type*} [NormedAddCommGroup E] [InnerProductSpace ℝ E] [CompleteSpace E]

/-- The Lambda equation `(1 - J†) Λ = g`. -/
def SolvesLambda (J : E →L[ℝ] E) (g Λ : E) : Prop :=
  (1 - adjoint J : E →L[ℝ] E) Λ = g

/-- Let the amplitudes `t` be differentiable at `p` and satisfy `t(s) = Φ(t(s), s)` near `p`, where
`Φ` is differentiable at `(t(p), p)` with amplitude Jacobian `J` and explicit derivative `b`. If `ℰ`
has gradient `g` at `t(p)` and `Λ` solves the Lambda equation for `J` and `g`, then `ℰ(t(s))` has
derivative `⟪Λ, b⟫` at `p`. -/
theorem energy_derivative {J : E →L[ℝ] E} {g Λ b x : E} {p : ℝ} {t : ℝ → E}
    {Φ : E × ℝ → E} {ℰ : E → ℝ} (hΛ : SolvesLambda J g Λ)
    (hfix : ∀ᶠ s in 𝓝 p, t s = Φ (t s, s)) (ht : HasDerivAt t x p)
    (hΦ : HasFDerivAt Φ (J.coprod (ContinuousLinearMap.toSpanSingleton ℝ b)) (t p, p))
    (hE : HasGradientAt ℰ g (t p)) :
    HasDerivAt (fun s => ℰ (t s)) ⟪Λ, b⟫_ℝ p := by
  -- differentiate the amplitude equation: `x = J x + b`
  have hcomp := hΦ.comp_hasDerivAt p (ht.prodMk (hasDerivAt_id' p))
  have hx : x = J x + b := by
    have h := ht.unique (hcomp.congr_of_eventuallyEq hfix)
    simpa using h
  -- exchange the response `x` for the multiplier `Λ`
  have hswap : ⟪g, x⟫_ℝ = ⟪Λ, b⟫_ℝ := by
    have h : Λ - adjoint J Λ = g := hΛ
    have hb : x - J x = b := sub_eq_iff_eq_add'.mpr hx
    rw [← h, ← hb, inner_sub_left, inner_sub_right, ContinuousLinearMap.adjoint_inner_left]
  rw [← hswap]
  exact hE.hasFDerivAt.comp_hasDerivAt p ht

end

end CoupledClusterReverseMode
```

Compiling this gives:

```
Main.lean:28:37: error: Application type mismatch: The argument
  HasDerivAt.prodMk ht (hasDerivAt_id' p)
has type
  HasDerivAt (fun x => (t x, x)) (x, 1) p
but is expected to have type
  HasDerivAt (Prod.mk (t p)) ?m.94 p
in the application
  HasFDerivAt.comp_hasDerivAt p hΦ (HasDerivAt.prodMk ht (hasDerivAt_id' p))
Main.lean:26:48: error: unsolved goals
E : Type u_1
inst✝² : NormedAddCommGroup E
inst✝¹ : InnerProductSpace ℝ E
inst✝ : CompleteSpace E
J : E →L[ℝ] E
g Λ b x : E
p : ℝ
t : ℝ → E
Φ : E × ℝ → E
ℰ : E → ℝ
hΛ : SolvesLambda J g Λ
hfix : ∀ᶠ (s : ℝ) in 𝓝 p, t s = Φ (t s, s)
ht : HasDerivAt t x p
hΦ : HasFDerivAt Φ (J.coprod (ContinuousLinearMap.toSpanSingleton ℝ b)) (t p, p)
hE : HasGradientAt ℰ g (t p)
⊢ HasDerivAt (fun s => ℰ (t s)) (⟪Λ, b⟫_ℝ) p
```

Cause. The chain rule `HasFDerivAt.comp_hasDerivAt` needs an inner function whose value at `p` is the point `(t p, p)` in `hΦ`. Lean had to infer that function, and read the pair as `Prod.mk (t p)` applied to `p`. This freezes the first component at `t p`, whereas `ht.prodMk (hasDerivAt_id' p)` concerns `fun x => (t x, x)`, where both components vary. Hence the type mismatch. The second message shows the original goal, with no `hcomp` in context; it follows from the first failure and is not a separate fault.

The repair names the pair's derivative as `hpair` and states the type of `hcomp`, with the composite `Φ ∘ fun s => (t s, s)` written out, so the intended inner function is fixed.

No message concerns the last line. There the chain rule gives the derivative as the functional dual to `g` applied to `x`, while the goal has the inner product of `g` and `x`. The added `congr_deriv (by simp)` proves these equal explicitly; the messages do not show whether the original line would have been accepted.

After these edits no error is left:

```diff
@@ -26,5 +26,8 @@
     HasDerivAt (fun s => ℰ (t s)) ⟪Λ, b⟫_ℝ p := by
   -- differentiate the amplitude equation: `x = J x + b`
-  have hcomp := hΦ.comp_hasDerivAt p (ht.prodMk (hasDerivAt_id' p))
+  have hpair : HasDerivAt (fun s => (t s, s)) (x, (1 : ℝ)) p := ht.prodMk (hasDerivAt_id' p)
+  have hcomp : HasDerivAt (Φ ∘ fun s => (t s, s))
+      ((J.coprod (ContinuousLinearMap.toSpanSingleton ℝ b)) (x, (1 : ℝ))) p :=
+    HasFDerivAt.comp_hasDerivAt p hΦ hpair
   have hx : x = J x + b := by
     have h := ht.unique (hcomp.congr_of_eventuallyEq hfix)
@@ -36,5 +39,5 @@
     rw [← h, ← hb, inner_sub_left, inner_sub_right, ContinuousLinearMap.adjoint_inner_left]
   rw [← hswap]
-  exact hE.hasFDerivAt.comp_hasDerivAt p ht
+  exact (hE.hasFDerivAt.comp_hasDerivAt p ht).congr_deriv (by simp)
 
 end
```
